# The energy of the singlet component in a singlet–triplet superposition

Take two orthonormal states, a singlet \(s\) and a triplet \(t\), with energies \(E_S\) and \(E_T\) and no matrix element of the Hamiltonian between them. In units with \(\hbar=1\), \(S^2\) has the eigenvalue 0 on \(s\) and 2 on \(t\). For the unit vector \(\psi = c\,s + d\,t\), the expectation values of \(H\) and \(S^2\) are

\[
E = |c|^2E_S + |d|^2E_T, \qquad q = 2|d|^2 .
\]

The second equation measures the triplet weight, so the triplet part of the energy can be subtracted: \(2E - qE_T = 2|c|^2E_S\). Since \(|c|^2+|d|^2=1\), also \(2-q = 2|c|^2\). If \(c\neq 0\), division gives

\[
E_S = \frac{2E - q\,E_T}{2-q}.
\]

The same formula holds in a space of any dimension if \(H\) commutes with a Hermitian \(S^2\). The states \(s\) and \(t\) need not be eigenstates of \(H\); \(E_S\) and \(E_T\) are then expectation values. For a broken-symmetry state whose only spin contamination is a triplet, this recovers the energy of its singlet component, provided that \(E_T\) is the energy of the triplet component of that same state.

## Operators and expectation values

The states live in a complex inner product space \(V\), which may have infinite dimension and need not be complete. Operators are linear maps defined on all of \(V\). An unbounded Hamiltonian therefore fits only if \(V\) is a domain that both \(H\) and \(S^2\) map into itself.

```lean
import Mathlib

open scoped InnerProductSpace

namespace ApproximateSpinProjection

noncomputable section

variable {V : Type*} [NormedAddCommGroup V] [InnerProductSpace ℂ V]
```

The expectation value of \(A\) in \(x\) is \(\langle x, Ax\rangle\), with the inner product antilinear in its first argument. It is the usual quantum mechanical average when \(x\) has norm one. Its type is complex, because nothing in the definition requires \(A\) to be Hermitian.

```lean
/-- The expectation value `⟨x, A x⟩` of an operator `A` in the state `x`. -/
def expect (A : V →ₗ[ℂ] V) (x : V) : ℂ := inner ℂ x (A x)
```

The right-hand side of the formula becomes a function of the two operators, the state \(\psi\) and a triplet energy. In the code `S2` stands for \(S^2\), and `ET` for \(E_T\).

```lean
/-- The approximately projected singlet energy `(2E - q E_T) / (2 - q)`, with `E` and `q` the
expectation values of `H` and `S²` in `ψ`, and `ET` the triplet energy. -/
def projectedEnergy (H S2 : V →ₗ[ℂ] V) (ψ : V) (ET : ℂ) : ℂ :=
  (2 * expect H ψ - expect S2 ψ * ET) / (2 - expect S2 ψ)
```

## Unit vectors and eigenstates

Two averages are needed repeatedly. For a unit vector, \(\langle x, 1x\rangle = \|x\|^2 = 1\).

```lean
/-- The identity has expectation value one in a unit vector. -/
theorem expect_one {x : V} (hx : ‖x‖ = 1) : expect (1 : V →ₗ[ℂ] V) x = 1 := by
  rw [expect, Module.End.one_apply, inner_self_eq_norm_sq_to_K, hx]
  simp
```

If in addition \(Sx = ax\) with \(a\) real, then \(\langle x,Sx\rangle = a\|x\|^2 = a\).

```lean
/-- In a normalised eigenstate the expectation value is the eigenvalue. -/
theorem expect_eigen {S : V →ₗ[ℂ] V} {x : V} {a : ℝ} (hx : ‖x‖ = 1)
    (h : S x = (a : ℂ) • x) : expect S x = a := by
  rw [expect, h, inner_smul_right, inner_self_eq_norm_sq_to_K, hx]
  simp
```

## Different spins do not couple

Let \(S\) be Hermitian, which Lean writes as `S.IsSymmetric`, and let \(A\) commute with \(S\). Suppose that \(Su=au\) and \(Sv=bv\) with \(a\neq b\). Then \(Av\) stays in the sector of \(v\), because

\[
S(Av) = A(Sv) = b\,Av .
\]

Moving \(S\) across the inner product gives

\[
a\langle u,Av\rangle = \langle Su,Av\rangle = \langle u,SAv\rangle = b\langle u,Av\rangle ,
\]

hence \((a-b)\langle u,Av\rangle=0\), and the matrix element vanishes. The choice \(A=1\) gives orthogonality of \(u\) and \(v\), which therefore does not have to be assumed later.

In the proof, `hAv` is the first display and `h` the second. The real eigenvalue \(a\) leaves the antilinear slot unchanged by `Complex.conj_ofReal`.

```lean
/-- An operator commuting with a Hermitian `S` has no matrix element between eigenvectors of `S`
with different eigenvalues. -/
theorem no_coupling {A S : V →ₗ[ℂ] V} (hS : S.IsSymmetric) (hA : Commute A S)
    {a b : ℝ} (hab : a ≠ b) {u v : V} (hu : S u = (a : ℂ) • u) (hv : S v = (b : ℂ) • v) :
    inner ℂ u (A v) = 0 := by
  -- `A v` stays in the sector of `v`
  have hAv : S (A v) = (b : ℂ) • A v := by
    have h := LinearMap.congr_fun hA.eq v
    simp only [Module.End.mul_apply] at h
    rw [← h, hv, map_smul]
  have h := hS u (A v)
  rw [hu, hAv, inner_smul_left, inner_smul_right, Complex.conj_ofReal] at h
  have h' : ((a : ℂ) - b) * inner ℂ u (A v) = 0 := by linear_combination h
  exact (mul_eq_zero.mp h').resolve_left (sub_ne_zero.mpr (by exact_mod_cast hab))
```

## Eliminating the weights for two eigenvalues

Let \(\psi=c\,s+d\,t\) be a unit vector, where \(s\) and \(t\) are unit eigenvectors of \(S\) with distinct real eigenvalues \(a\) and \(b\). For every \(A\) that commutes with \(S\), the cross terms vanish and

\[
\langle\psi,A\psi\rangle = |c|^2\langle s,As\rangle + |d|^2\langle t,At\rangle .
\]

Write \(E_s\) and \(E_t\) for the energies of \(s\) and \(t\), and now let \(q=\langle\psi,S\psi\rangle\). If \(H\) commutes with \(S\), putting \(A=1\), \(S\) and \(H\) in turn gives

\[
1=|c|^2+|d|^2,\qquad q=a|c|^2+b|d|^2,\qquad E=|c|^2E_s+|d|^2E_t .
\]

The first two equations yield \(b-q=(b-a)|c|^2\) and \(q-a=(b-a)|d|^2\). Therefore

\[
(b-a)E-(q-a)E_t=(b-a)|c|^2E_s=(b-q)E_s .
\]

Because \(a\neq b\) and \(c\neq0\), the factor \(b-q\) is nonzero, and

\[
E_s=\frac{(b-a)E-(q-a)E_t}{b-q}.
\]

The weighted sum is `key` in the proof, and its three instances are `N`, `Q` and `E`. The fact `hden` expresses the denominator through the weight of \(s\), from which `h0` concludes that it is nonzero. After the denominator has been cleared, the last `linear_combination` finds that the two sides differ by a multiple of the normalisation equation `N`.

```lean
/-- Let a unit vector `ψ = c s + d t` mix two eigenstates of `S` with eigenvalues `a ≠ b`, where `c
≠ 0`. If `S` is Hermitian and commutes with `H`, the energy of `s` follows from the energy of `t`
and the expectation values of `H` and `S` in `ψ`. -/
theorem sector_energy {H S : V →ₗ[ℂ] V} (hS : S.IsSymmetric) (hH : Commute H S)
    {a b : ℝ} (hab : a ≠ b) {s t ψ : V} {c d : ℂ}
    (hs : S s = (a : ℂ) • s) (ht : S t = (b : ℂ) • t) (ns : ‖s‖ = 1) (nt : ‖t‖ = 1)
    (hc : c ≠ 0) (hψ : ψ = c • s + d • t) (nψ : ‖ψ‖ = 1) :
    expect H s = (((b : ℂ) - a) * expect H ψ - (expect S ψ - a) * expect H t)
      / (b - expect S ψ) := by
  -- expectation values are weighted sums over the two sectors
  have key : ∀ A : V →ₗ[ℂ] V, Commute A S →
      expect A ψ = (‖c‖ : ℂ) ^ 2 * expect A s + (‖d‖ : ℂ) ^ 2 * expect A t := by
    intro A hA
    have h1 := no_coupling hS hA hab hs ht
    have h2 := no_coupling hS hA hab.symm ht hs
    simp only [hψ, expect, map_add, map_smul, inner_add_left, inner_add_right,
      inner_smul_left, inner_smul_right, h1, h2, ← Complex.conj_mul']
    ring
  have N := key 1 (Commute.one_left S)
  have Q := key S (Commute.refl S)
  have E := key H hH
  rw [expect_one nψ, expect_one ns, expect_one nt] at N
  rw [expect_eigen ns hs, expect_eigen nt ht] at Q
  have hden : (b : ℂ) - expect S ψ = ((b : ℂ) - a) * (‖c‖ : ℂ) ^ 2 := by
    rw [Q]
    linear_combination (b : ℂ) * N
  have hba : (b : ℂ) - a ≠ 0 := sub_ne_zero.mpr (by exact_mod_cast hab.symm)
  have hc' : (‖c‖ : ℂ) ^ 2 ≠ 0 :=
    pow_ne_zero 2 (by exact_mod_cast norm_ne_zero_iff.mpr hc)
  have h0 : (b : ℂ) - expect S ψ ≠ 0 := by
    rw [hden]
    exact mul_ne_zero hba hc'
  rw [eq_div_iff h0, E, Q]
  linear_combination ((b : ℂ) * expect H s - a * expect H t) * N
```

## The singlet–triplet formula

Taking \(S^2\) for the Hermitian operator \(S\) and setting \(a=0\) and \(b=2\) turns the general expression into \((2E-qE_T)/(2-q)\).

The theorem `singlet_energy` reads as follows. Let `S2` be Hermitian and let `H` commute with it. Let `s` be a unit vector annihilated by `S2`, and `t` a unit vector with eigenvalue 2. If the unit vector `ψ` equals `c • s + d • t` with `c` nonzero, then the expectation value of `H` in `s` is the projected energy computed from `ψ` and the energy of `t`.

The separate coefficients keep the components normalised, so `expect H s` and `expect H t` are the energies of unit states. The condition \(c\neq0\) says that the singlet is present in \(\psi\); without it \(q=2\), and the state carries no information about a singlet energy. The coefficient \(d\) may vanish, in which case \(q=0\) and the formula returns \(E\). Hermiticity of \(H\) is not used, but it makes the energies real.

The operator `S2` is specified only by these properties and is not built from electron spins. How \(\psi\) was obtained plays no part either.

```lean
/-- For a unit vector `ψ = c s + d t` made of a normalised singlet `s`, with `c ≠ 0`, and a
normalised triplet `t`, the singlet energy is `(2E - q E_T) / (2 - q)`, provided that `H` commutes
with a Hermitian `S²`. -/
theorem singlet_energy {H S2 : V →ₗ[ℂ] V} (hS : S2.IsSymmetric) (hH : Commute H S2)
    {s t ψ : V} {c d : ℂ} (hs : S2 s = 0) (ht : S2 t = (2 : ℂ) • t)
    (ns : ‖s‖ = 1) (nt : ‖t‖ = 1) (hc : c ≠ 0)
    (hψ : ψ = c • s + d • t) (nψ : ‖ψ‖ = 1) :
    expect H s = projectedEnergy H S2 ψ (expect H t) := by
  have h := sector_energy hS hH (a := 0) (b := 2) (by norm_num)
    (by simpa using hs) (by simpa using ht) ns nt hc hψ nψ
  simp only [Complex.ofReal_ofNat, Complex.ofReal_zero, sub_zero] at h
  exact h
```

## The error from a quintet component

Now let \(\psi=c\,s+d\,t+e\,f\), where \(f\) is a unit quintet state with \(S^2f=6f\) and energy \(E_Q\). With \(q\) again the expectation value of \(S^2\), the three averages are

\[
1=|c|^2+|d|^2+|e|^2,\qquad q=2|d|^2+6|e|^2,
\]
\[
E=|c|^2E_S+|d|^2E_T+|e|^2E_Q .
\]

The triplet weight still cancels from the numerator, but the quintet weight remains:

\[
2E-qE_T=2|c|^2E_S+2|e|^2E_Q-6|e|^2E_T,\qquad 2-q=2|c|^2-4|e|^2 .
\]

Subtracting \((2-q)E_S\) from the numerator and dividing by \(2-q\), which is now assumed to be nonzero, gives

\[
\frac{2E-qE_T}{2-q}-E_S=\frac{2|e|^2\,(E_Q-3E_T+2E_S)}{2-q}.
\]

The assumption \(q\neq2\) replaces \(c\neq0\), since the denominator now vanishes exactly when \(|c|^2=2|e|^2\). Near that point a small quintet weight does not by itself ensure a small error.

The proof repeats the elimination with three sectors. The facts `h1` to `h6` remove the six cross terms, and the final `linear_combination` again uses the normalisation equation.

```lean
/-- Let `H` commute with a Hermitian `S²`, and let the unit vector `ψ = c s + d t + e f` be made of
a unit singlet, triplet and quintet. If `q ≠ 2`, the projected energy differs from the singlet
energy by `2 |e|² (E_Q - 3 E_T + 2 E_S) / (2 - q)`. -/
theorem quintet_error {H S2 : V →ₗ[ℂ] V} (hS : S2.IsSymmetric) (hH : Commute H S2)
    {s t f ψ : V} {c d e : ℂ} (hs : S2 s = 0) (ht : S2 t = (2 : ℂ) • t)
    (hf : S2 f = (6 : ℂ) • f) (ns : ‖s‖ = 1) (nt : ‖t‖ = 1) (nf : ‖f‖ = 1)
    (hψ : ψ = c • s + d • t + e • f) (nψ : ‖ψ‖ = 1) (hq : expect S2 ψ ≠ 2) :
    projectedEnergy H S2 ψ (expect H t) - expect H s =
      2 * (‖e‖ : ℂ) ^ 2 * (expect H f - 3 * expect H t + 2 * expect H s)
        / (2 - expect S2 ψ) := by
  have hs' : S2 s = ((0 : ℝ) : ℂ) • s := by simpa using hs
  have ht' : S2 t = ((2 : ℝ) : ℂ) • t := by simpa using ht
  have hf' : S2 f = ((6 : ℝ) : ℂ) • f := by simpa using hf
  -- all six couplings between different spins vanish
  have key : ∀ A : V →ₗ[ℂ] V, Commute A S2 → expect A ψ = (‖c‖ : ℂ) ^ 2 * expect A s
      + (‖d‖ : ℂ) ^ 2 * expect A t + (‖e‖ : ℂ) ^ 2 * expect A f := by
    intro A hA
    have h1 := no_coupling hS hA (by norm_num) hs' ht'
    have h2 := no_coupling hS hA (by norm_num) ht' hs'
    have h3 := no_coupling hS hA (by norm_num) hs' hf'
    have h4 := no_coupling hS hA (by norm_num) hf' hs'
    have h5 := no_coupling hS hA (by norm_num) ht' hf'
    have h6 := no_coupling hS hA (by norm_num) hf' ht'
    simp only [hψ, expect, map_add, map_smul, inner_add_left, inner_add_right,
      inner_smul_left, inner_smul_right, h1, h2, h3, h4, h5, h6, ← Complex.conj_mul']
    ring
  have N := key 1 (Commute.one_left S2)
  have Q := key S2 (Commute.refl S2)
  have E := key H hH
  rw [expect_one nψ, expect_one ns, expect_one nt, expect_one nf] at N
  rw [expect_eigen ns hs', expect_eigen nt ht', expect_eigen nf hf'] at Q
  simp only [Complex.ofReal_ofNat, Complex.ofReal_zero] at Q
  have h2 : 2 - expect S2 ψ ≠ 0 := sub_ne_zero.mpr hq.symm
  rw [projectedEnergy, eq_div_iff h2, sub_mul, div_mul_cancel₀ _ h2, E, Q]
  linear_combination (-2 * expect H s) * N
```

## When the quintet does no harm

If \(e\neq0\) and \(q\neq2\), the error vanishes exactly when \(E_Q-3E_T+2E_S=0\), that is, when

\[
E_Q-E_S=3(E_T-E_S).
\]

This is the Landé interval rule for the three levels. It holds when the energy is a constant plus a multiple of the eigenvalue of \(S^2\), as for two spin-1 centres with Heisenberg exchange, where the values 0, 2 and 6 put the quintet three times as far above or below the singlet as the triplet. The condition \(q\neq2\) still matters there. The product state with spin projection \(+1\) on one centre and \(-1\) on the other has singlet, triplet and quintet weights \(\tfrac13\), \(\tfrac12\) and \(\tfrac16\), so \(q=2\) and the formula does not apply to it.

Both directions in Lean start from the error formula `err`. If the projected energy is exact, the quotient is zero, and the nonzero factors \(2-q\) and \(2|e|^2\) are removed to leave the interval rule. Conversely, the rule makes the numerator zero.

```lean
/-- Let `H` commute with a Hermitian `S²`. For a unit mixture of singlet, triplet and quintet with
`e ≠ 0` and `q ≠ 2`, the projected energy equals the singlet energy exactly when the levels obey the
Landé interval rule `E_Q - E_S = 3 (E_T - E_S)`. -/
theorem exact_iff_lande {H S2 : V →ₗ[ℂ] V} (hS : S2.IsSymmetric) (hH : Commute H S2)
    {s t f ψ : V} {c d e : ℂ} (hs : S2 s = 0) (ht : S2 t = (2 : ℂ) • t)
    (hf : S2 f = (6 : ℂ) • f) (ns : ‖s‖ = 1) (nt : ‖t‖ = 1) (nf : ‖f‖ = 1) (he : e ≠ 0)
    (hψ : ψ = c • s + d • t + e • f) (nψ : ‖ψ‖ = 1) (hq : expect S2 ψ ≠ 2) :
    projectedEnergy H S2 ψ (expect H t) = expect H s ↔
      expect H f - expect H s = 3 * (expect H t - expect H s) := by
  have err := quintet_error hS hH hs ht hf ns nt nf hψ nψ hq
  have h2 : 2 - expect S2 ψ ≠ 0 := sub_ne_zero.mpr hq.symm
  have hw : 2 * (‖e‖ : ℂ) ^ 2 ≠ 0 :=
    mul_ne_zero two_ne_zero (pow_ne_zero 2 (by exact_mod_cast norm_ne_zero_iff.mpr he))
  constructor
  · intro h
    rw [h, sub_self] at err
    have h3 := (div_eq_zero_iff.mp err.symm).resolve_right h2
    linear_combination (mul_eq_zero.mp h3).resolve_left hw
  · intro h
    have h3 : expect H f - 3 * expect H t + 2 * expect H s = 0 := by linear_combination h
    rw [h3, mul_zero, zero_div] at err
    exact sub_eq_zero.mp err
```

## A three-level example

A concrete model has one state of each spin. On \(\mathbb C^3\), a real diagonal operator multiplies component \(i\) by \(r_i\), with \(i=0,1,2\).

```lean
/-- The operator on `ℂ³` that is diagonal with real entries `r`. -/
def diagOp (r : Fin 3 → ℝ) : EuclideanSpace ℂ (Fin 3) →ₗ[ℂ] EuclideanSpace ℂ (Fin 3) where
  toFun x := WithLp.toLp 2 (fun i => (r i : ℂ) * x i)
  map_add' x y := by
    ext i
    change (r i : ℂ) * (x i + y i) = r i * x i + r i * y i
    ring
  map_smul' k x := by
    ext i
    change (r i : ℂ) * (k * x i) = k * (r i * x i)
    ring
```

Take \(S^2=\mathrm{diag}(0,2,6)\) and \(H=\mathrm{diag}(\varepsilon_0,\varepsilon_1,\varepsilon_2)\) with arbitrary real energies. Diagonal operators commute, and the basis vectors \(b_0,b_1,b_2\) are a unit singlet, triplet and quintet. For

\[
\psi=\tfrac13b_0+\tfrac23b_1+\tfrac23b_2
\]

the squared norm is \(\tfrac19+\tfrac49+\tfrac49=1\), and

\[
q=2\cdot\tfrac49+6\cdot\tfrac49=\tfrac{32}{9}\neq2 .
\]

All the conditions of the quintet theorems are thus met, whether or not the energies obey the interval rule. Inserting these numbers into the error formula gives \(-\tfrac47(\varepsilon_2-3\varepsilon_1+2\varepsilon_0)\).

The theorem `spin_sectors_witness` collects the conditions in one conjunction. Hermiticity and commutation are verified component by component, the eigenvalue equations by going through the three indices, and the norm and \(\langle S^2\rangle\) by arithmetic.

```lean
/-- On `ℂ³`, `S² = diag(0, 2, 6)` is Hermitian and commutes with every real diagonal `H`; the basis
vectors are unit spin states, and amplitudes `1/3, 2/3, 2/3` give a unit vector with `⟨S²⟩ ≠ 2`. -/
theorem spin_sectors_witness (ε : Fin 3 → ℝ) :
    let S2 := diagOp ![0, 2, 6]
    let b : Fin 3 → EuclideanSpace ℂ (Fin 3) := fun i => EuclideanSpace.single i 1
    let ψ := (1 / 3 : ℂ) • b 0 + (2 / 3 : ℂ) • b 1 + (2 / 3 : ℂ) • b 2
    S2.IsSymmetric ∧ Commute (diagOp ε) S2 ∧ S2 (b 0) = 0 ∧ S2 (b 1) = (2 : ℂ) • b 1 ∧
      S2 (b 2) = (6 : ℂ) • b 2 ∧ (∀ i, ‖b i‖ = 1) ∧ ‖ψ‖ = 1 ∧ expect S2 ψ ≠ 2 := by
  intro S2 b ψ
  refine ⟨?_, ?_, ?_, ?_, ?_, ?_, ?_, ?_⟩
  · intro x y
    simp only [PiLp.inner_apply]
    refine Finset.sum_congr rfl fun i _ => ?_
    change inner ℂ (((![0, 2, 6] : Fin 3 → ℝ) i : ℂ) • x i) (y i)
      = inner ℂ (x i) (((![0, 2, 6] : Fin 3 → ℝ) i : ℂ) • y i)
    rw [inner_smul_left, inner_smul_right, Complex.conj_ofReal]
  · change diagOp ε * S2 = S2 * diagOp ε
    refine LinearMap.ext fun x => ?_
    ext i
    change (ε i : ℂ) * (((![0, 2, 6] : Fin 3 → ℝ) i : ℂ) * x i)
      = ((![0, 2, 6] : Fin 3 → ℝ) i : ℂ) * ((ε i : ℂ) * x i)
    ring
  · ext i
    fin_cases i <;> simp [S2, b, diagOp]
  · ext i
    fin_cases i <;> simp [S2, b, diagOp]
  · ext i
    fin_cases i <;> simp [S2, b, diagOp]
  · intro i
    simp [b]
  · rw [EuclideanSpace.norm_eq, Real.sqrt_eq_one]
    simp [ψ, b, Fin.sum_univ_three]
    norm_num
  · simp [expect, S2, ψ, b, diagOp, PiLp.inner_apply]
    norm_num

end

end ApproximateSpinProjection
```

```lean
#print axioms ApproximateSpinProjection.singlet_energy
-- 'ApproximateSpinProjection.singlet_energy' depends on axioms: [propext, Classical.choice, Quot.sound]
#print axioms ApproximateSpinProjection.exact_iff_lande
-- 'ApproximateSpinProjection.exact_iff_lande' depends on axioms: [propext, Classical.choice, Quot.sound]
```
